# Single-boson-exchange splitting of the vertex in a finite Bethe–Salpeter equation

An electron and a hole in a lattice model scatter off each other many times. Some of these events are a single contact through the bare interaction; others belong to a more complicated irreducible vertex. In a Hubbard model the contact term does not depend on the fermionic frequencies, so as a matrix in those frequencies it has rank one. The full scattering vertex sums all sequences of both kinds. Can it be separated into a part in which none of the events is a single contact and a part in which one screened boson is exchanged?

## One boson, derived by hand

Fix one scattering channel and one transferred energy and momentum. The remaining labels of the pair (frequency, momentum, orbital, spin), with frequency and momentum restricted to a finite grid, form a finite index set. Let $X$ be the matrix that propagates the pair between scatterings, and let $K$ be the vertex irreducible in this channel. The full vertex $F$ obeys the Bethe–Salpeter equation

$$F = K + KXF,\qquad K = M + U\,uu^T .$$

The scalar $U$ is the bare interaction, the column $u$ says how the boson couples to the pair, and $M$ is the rest of $K$. For the contact term of the single-band Hubbard model in the charge or spin channel, where only frequency and momentum remain as labels, $u$ is the vector of ones, and the scalar $U$ is the Hubbard interaction up to a sign that is opposite in the two channels.

Suppose that $1-MX$ is invertible, and put

$$T=(1-MX)^{-1}M,\qquad Q = X+XTX,\qquad d = 1-U\,u^TQu .$$

The claim is that, if $d\neq0$, the equation has exactly one solution:

$$F = T+(1+TX)\,u\,\frac{U}{d}\,u^T(1+XT).$$

**Uniqueness.** If $F$ is a solution, then

$$(1-KX)(1+FX) = 1+(F-K-KXF)X = 1 .$$

For square matrices a one-sided inverse is two-sided, so $1-KX$ is invertible. Two solutions $F$ and $G$ satisfy $(1-KX)(F-G)=0$, hence $F=G$.

**Existence.** Write $R=U\,uu^T$ and try $F=T+(1+TX)V(1+XT)$ with $V$ unknown. Since $T=M+MXT$, we have $(1-MX)T=M$ and $(1-MX)(1+TX)=1$. Therefore

$$(1-MX)F = M+V(1+XT).$$

The Bethe–Salpeter equation requires this to equal $M+R+RXF$. Because $X(1+TX)=Q$,

$$M+R+RXF = M+(R+RQV)(1+XT).$$

The two sides agree if $V=R+RQV$. With $V=c\,uu^T$ this becomes $c=U+Uc\,u^TQu$, or $cd=U$, so $c=U/d$.

## Several bosons and the condition for a vertex to exist

Let the bosonic part of $K$ be $aUb$, where $U$ is now a matrix of bare interactions and $a$, $b$ are rectangular couplings. With the polarization $P=bQa$, the screened interaction obeys $W=U+UPW$. Multiplying by $a$ on the left and $b$ on the right gives $V=R+RQV$ for $V=aWb$ and $R=aUb$, and the argument above applies again.

There is also a determinant identity. From $(1-MX)(1+TX)=1$,

$$1-KX=(1-MX)\bigl(1-(1+TX)\,aUb\,X\bigr).$$

Using $\det(1-AB)=\det(1-BA)$ to move $(1+TX)a$ to the right end,

$$\det(1-KX)=\det(1-MX)\,\det(1-UP).$$

A solution $F$ makes $1-KX$ invertible. So when $\det(1-MX)\neq0$, a full vertex exists exactly when $\det(1-UP)\neq0$.

## A single pair state

When the index set has one element, all quantities are numbers. Write $m,x$ for $M,X$ and $k=m+Uu^2$. Then

$$T=\frac{m}{1-mx},\qquad d=\frac{1-kx}{1-mx},$$

and the splitting adds up to

$$F=\frac{m}{1-mx}+\frac{Uu^2}{(1-mx)(1-kx)}=\frac{k}{1-kx},$$

the geometric series for $k$ in closed form. If $mx=1$ but $kx\neq1$, the full vertex still exists while $T$ does not: the splitting fails, not the vertex.

## Definitions in Lean

The entries lie in an arbitrary field `𝕜`, for instance the complex numbers. The finite types `n` and `β` label pair states and bosons.

```lean
import Mathlib

open Matrix

namespace SingleBosonExchange

noncomputable section

variable {𝕜 n β : Type*} [Field 𝕜] [Fintype n] [DecidableEq n] [Fintype β] [DecidableEq β]
```

The same operation produces two physical objects: `resum M X` is $T$, and `resum U P` is the screened interaction $W$.

```lean
/-- The ladder resummation `(1 - K X)⁻¹ K` of an interaction `K` with a propagator `X`,
meant for `1 - K X` invertible. -/
def resum (K X : Matrix n n 𝕜) : Matrix n n 𝕜 := (1 - K * X)⁻¹ * K
```

The polarization and the dressed exchange follow the formulas above. Frequency sums are part of the matrix products, and their signs and temperature factors are absorbed into $X$, so that the Bethe–Salpeter equation has a plus sign. No complex conjugation enters.

```lean
/-- The boson polarization `b (X + X T X) a`: a fermion pair created by the coupling `a`
propagates freely or scatters through the vertex `T`, and is absorbed by the coupling `b`. -/
def polarization (X T : Matrix n n 𝕜) (a : Matrix n β 𝕜) (b : Matrix β n 𝕜) :
    Matrix β β 𝕜 := b * (X + X * T * X) * a

/-- The vertex `T + (1 + T X) V (1 + X T)`: the vertex `T` plus an exchange `V` whose two
ends are dressed by `T`. -/
def exchangeVertex (T X V : Matrix n n 𝕜) : Matrix n n 𝕜 :=
  T + (1 + T * X) * V * (1 + X * T)
```

## Solving the Bethe–Salpeter equation

The first lemma multiplies $(1-KX)(1-KX)^{-1}=1$ by $K$ from the right. The tactic `linear_combination (norm := noncomm_ring)` takes the stated multiples of known equations and checks that what remains is an identity for non-commuting matrices.

```lean
/-- If `1 - K X` has nonzero determinant, the resummed ladder solves the Bethe-Salpeter
equation `F = K + K X F`. -/
theorem resum_eq (K X : Matrix n n 𝕜) (h : (1 - K * X).det ≠ 0) :
    resum K X = K + K * X * resum K X := by
  have hN := Matrix.mul_nonsing_inv (1 - K * X) (isUnit_iff_ne_zero.mpr h)
  unfold resum
  generalize (1 - K * X)⁻¹ = N at hN ⊢
  linear_combination (norm := noncomm_ring) hN * K
```

The next two lemmas are the uniqueness argument. The step from right inverse to left inverse is `mul_eq_one_comm`, which relies on the matrices being square and finite.

```lean
/-- A vertex `F` that solves the Bethe-Salpeter equation with kernel `K` supplies the right inverse
`1 + F X` of `1 - K X`. -/
theorem inverse_of_solution {K X F : Matrix n n 𝕜} (hF : F = K + K * X * F) :
    (1 - K * X) * (1 + F * X) = 1 := by
  linear_combination (norm := noncomm_ring) hF * X

/-- Two vertices that solve the same Bethe-Salpeter equation are equal. -/
theorem solution_unique {K X F G : Matrix n n 𝕜}
    (hF : F = K + K * X * F) (hG : G = K + K * X * G) : F = G := by
  -- for square matrices a right inverse is also a left inverse
  have h : (1 + F * X) * (1 - K * X) = 1 := mul_eq_one_comm.mp (inverse_of_solution hF)
  linear_combination (norm := noncomm_ring) (1 + F * X) * (hF - hG) - h * (F - G)
```

The existence step is stated for any $R$ and any $V$ with $V=R+RQV$. Its three terms match the derivation: `hT` is the equation for $T$, `hT` multiplied by $XV(1+XT)$ supplies $(1-MX)(1+TX)=1$ acting on $V(1+XT)$, and `hV` inserts the screening equation.

```lean
/-- Let `T` solve the Bethe-Salpeter equation with kernel `M`, and let the exchange `V` be `R`
screened by the pair propagator `X + X T X`. Then `T` plus the dressed exchange solves the
Bethe-Salpeter equation with kernel `M + R`. -/
theorem exchangeVertex_solves {M X R T V : Matrix n n 𝕜} (hT : T = M + M * X * T)
    (hV : V = R + R * (X + X * T * X) * V) :
    exchangeVertex T X V = (M + R) + (M + R) * X * exchangeVertex T X V := by
  unfold exchangeVertex
  linear_combination (norm := noncomm_ring)
    hT + hT * (X * V * (1 + X * T)) + hV * (1 + X * T)
```

## The splitting for any number of bosons

In the next theorem `hM` says that the ladder built from $M$ alone is regular, so this part of the interaction does not by itself produce a pole at the chosen energy and momentum. The hypothesis `hP` says the same of the screened interaction. The conclusion is an equivalence: a matrix $F$ solves the Bethe–Salpeter equation if and only if it equals the stated expression. This contains both existence and uniqueness.

In the proof, `key` attaches the couplings to the equation for $W$. One direction then follows from `solution_unique`, the other by substitution.

```lean
/-- Single-boson-exchange splitting in one scattering channel, for any finite number of bosons. If
`1 - M X` and `1 - U P` have nonzero determinant, with `P` the polarization, then the Bethe-Salpeter
equation with kernel `M + a U b` has exactly one solution: the vertex resummed from `M` plus the
dressed exchange of the screened interaction. -/
theorem single_boson_exchange (M X F : Matrix n n 𝕜) (a : Matrix n β 𝕜) (b : Matrix β n 𝕜)
    (U : Matrix β β 𝕜) (hM : (1 - M * X).det ≠ 0)
    (hP : (1 - U * polarization X (resum M X) a b).det ≠ 0) :
    F = (M + a * U * b) + (M + a * U * b) * X * F ↔
      F = exchangeVertex (resum M X) X
        (a * resum U (polarization X (resum M X) a b) * b) := by
  -- attach the couplings to the Dyson equation of the screened interaction
  have key : ∀ W : Matrix β β 𝕜, W = U + U * polarization X (resum M X) a b * W →
      a * W * b = a * U * b + a * U * b * (X + X * resum M X * X) * (a * W * b) := by
    intro W hW
    calc a * W * b = a * (U + U * polarization X (resum M X) a b * W) * b := by rw [← hW]
      _ = _ := by
        simp only [polarization, Matrix.mul_add, Matrix.add_mul, Matrix.mul_assoc]
  have hsol := exchangeVertex_solves (resum_eq M X hM) (key _ (resum_eq U _ hP))
  constructor
  · intro hF
    exact solution_unique hF hsol
  · rintro rfl
    exact hsol
```

The usual single-boson-exchange decomposition treats several scattering channels together, sorting diagrams by whether cutting a bare interaction separates them, and it can be combined with the parquet equations. The theorem concerns one channel, with $M$, $X$ and the couplings given and not determined self-consistently.

## When the full vertex exists

In the determinant identity, `hf` is the matrix factorization, `h1` and `h2` regroup the products, and `Matrix.det_one_sub_mul_comm` exchanges the factors, passing from a determinant over pair states to one over bosons.

```lean
/-- If `1 - M X` has nonzero determinant, the determinant of `1 - K X` for the full kernel
`K = M + a U b` is that of `1 - M X` times that of `1 - U P`, with `P` the polarization. -/
theorem det_factorization (M X : Matrix n n 𝕜) (a : Matrix n β 𝕜) (b : Matrix β n 𝕜)
    (U : Matrix β β 𝕜) (hM : (1 - M * X).det ≠ 0) :
    (1 - (M + a * U * b) * X).det =
      (1 - M * X).det * (1 - U * polarization X (resum M X) a b).det := by
  have hT := resum_eq M X hM
  generalize resum M X = T at hT ⊢
  have hf : ∀ R : Matrix n n 𝕜,
      1 - (M + R) * X = (1 - M * X) * (1 - (1 + T * X) * (R * X)) := by
    intro R
    linear_combination (norm := noncomm_ring) hT * (X * R * X)
  have h1 : (1 + T * X) * (a * U * b * X) = ((1 + T * X) * a) * (U * b * X) := by
    simp only [Matrix.mul_assoc]
  have h2 : U * b * X * ((1 + T * X) * a) = U * polarization X T a b := by
    simp only [polarization, Matrix.mul_add, Matrix.add_mul, Matrix.mul_assoc, Matrix.one_mul]
  -- move the determinant from fermion-pair space to boson space
  rw [hf, Matrix.det_mul, h1,
    Matrix.det_one_sub_mul_comm ((1 + T * X) * a) (U * b * X), h2]
```

For the existence criterion, suppose a vertex exists although $\det(1-UP)=0$. Taking determinants in $(1-KX)(1+FX)=1$ then gives $0=1$. The converse is the splitting theorem.

```lean
/-- If `1 - M X` has nonzero determinant, a full vertex exists if and only if the
determinant of `1 - U P`, with `P` the polarization, is nonzero. -/
theorem vertex_exists_iff (M X : Matrix n n 𝕜) (a : Matrix n β 𝕜) (b : Matrix β n 𝕜)
    (U : Matrix β β 𝕜) (hM : (1 - M * X).det ≠ 0) :
    (∃ F : Matrix n n 𝕜, F = (M + a * U * b) + (M + a * U * b) * X * F) ↔
      (1 - U * polarization X (resum M X) a b).det ≠ 0 := by
  constructor
  · rintro ⟨F, hF⟩ h0
    have h := congrArg Matrix.det (inverse_of_solution hF)
    rw [Matrix.det_mul, det_factorization M X a b U hM, h0, mul_zero, zero_mul,
      Matrix.det_one] at h
    exact zero_ne_one h
  · intro hP
    exact ⟨_, (single_boson_exchange M X _ a b U hM hP).mpr rfl⟩
```

For a given kernel on a finite grid, a regular $M$-ladder thus means that a breakdown of the full vertex can be detected in the determinant over bosons, often that of a much smaller matrix than the one over pair states. The polarization $P$ in it is still built from $T$, which is a matrix over pair states.

## The scalar formula for one boson

Here `vecMulVec u u` is the matrix $uu^T$, `u ⬝ᵥ Q *ᵥ u` is the number $u^TQu$, and `•` multiplies a matrix by a scalar. The lemma verifies $V=R+RQV$ for $V=(U/d)\,uu^T$: `h3` is the contraction $uu^TQ\,uu^T=(u^TQu)\,uu^T$, and `hc` is the relation $cd=U$.

```lean
omit [DecidableEq n] in
/-- If `1 - U uᵀ Q u` is nonzero, the separable matrix `V = (U / (1 - U uᵀ Q u)) u uᵀ` solves the
screening equation `V = R + R Q V` with `R = U u uᵀ`. -/
theorem separable_screening (Q : Matrix n n 𝕜) (u : n → 𝕜) (U : 𝕜)
    (hd : 1 - U * (u ⬝ᵥ Q *ᵥ u) ≠ 0) :
    (U / (1 - U * (u ⬝ᵥ Q *ᵥ u))) • vecMulVec u u = U • vecMulVec u u +
      U • vecMulVec u u * Q * ((U / (1 - U * (u ⬝ᵥ Q *ᵥ u))) • vecMulVec u u) := by
  have h1 : Q * vecMulVec u u = vecMulVec (Q *ᵥ u) u := by
    ext i j
    simp only [Matrix.mul_apply, vecMulVec_apply, mulVec, dotProduct, Finset.sum_mul, mul_assoc]
  have h2 : ∀ w : n → 𝕜, vecMulVec u u * vecMulVec w u = (u ⬝ᵥ w) • vecMulVec u u := by
    intro w
    ext i j
    simp only [Matrix.mul_apply, vecMulVec_apply, Matrix.smul_apply, smul_eq_mul, dotProduct,
      Finset.sum_mul]
    exact Finset.sum_congr rfl fun k _ => by ring
  have h3 : vecMulVec u u * Q * vecMulVec u u = (u ⬝ᵥ Q *ᵥ u) • vecMulVec u u := by
    rw [Matrix.mul_assoc, h1, h2]
  have hc := div_mul_cancel₀ U hd
  generalize U / (1 - U * (u ⬝ᵥ Q *ᵥ u)) = c at hc ⊢
  rw [Matrix.smul_mul, Matrix.smul_mul, Matrix.mul_smul, h3, smul_smul, smul_smul, ← add_smul]
  congr 1
  linear_combination hc
```

The last theorem is the claim made at the start. The hypothesis `hd` defines $d$, and `hd0` says that the boson's screened strength $U/d$ is finite. The proof puts the separable exchange into `exchangeVertex_solves` and again uses uniqueness for the other direction.

```lean
/-- One boson with scalar bare interaction `U` and coupling `u`: if `1 - M X` has nonzero
determinant and `d = 1 - U uᵀ (X + X T X) u` is nonzero, the only full vertex is `T` plus the
dressed exchange of strength `U / d`, where `T` is the vertex resummed from `M`. -/
theorem one_boson_exchange (M X F : Matrix n n 𝕜) (u : n → 𝕜) (U d : 𝕜)
    (hM : (1 - M * X).det ≠ 0)
    (hd : d = 1 - U * (u ⬝ᵥ (X + X * resum M X * X) *ᵥ u)) (hd0 : d ≠ 0) :
    F = (M + U • vecMulVec u u) + (M + U • vecMulVec u u) * X * F ↔
      F = exchangeVertex (resum M X) X ((U / d) • vecMulVec u u) := by
  subst hd
  have hsol := exchangeVertex_solves (resum_eq M X hM) (separable_screening _ u U hd0)
  constructor
  · intro hF
    exact solution_unique hF hsol
  · rintro rfl
    exact hsol

end

end SingleBosonExchange
```

```lean
#print axioms SingleBosonExchange.single_boson_exchange
#print axioms SingleBosonExchange.vertex_exists_iff
#print axioms SingleBosonExchange.one_boson_exchange
```

```
'SingleBosonExchange.single_boson_exchange' depends on axioms: [propext, Classical.choice, Quot.sound]
'SingleBosonExchange.vertex_exists_iff' depends on axioms: [propext, Classical.choice, Quot.sound]
'SingleBosonExchange.one_boson_exchange' depends on axioms: [propext, Classical.choice, Quot.sound]
```

In a calculation on a truncated frequency grid with a fixed kernel, the splitting holds for the truncated matrices themselves, provided that $1-MX$ is invertible, $d\neq0$, and $T$, $d$ and $F$ are all computed with the same $M$, $X$, $U$ and $u$. Comparing its two sides therefore tests an implementation without a limit of large grid size.
